# For a separable potential in finite dimension, the Born series can diverge while the Lippmann–Schwinger equation has a unique solution

**Q:** Suppose I sum a Born series, see each term come out twice the last, and report that there is no T matrix. What have I got wrong?

**A:** You have taken a failed expansion for a failed equation. Let $V$ be the potential and $G$ the propagator in its absence. The series $\sum_k V(GV)^k$ comes from iterating $T=V+VGT$, which may be solvable even when the iteration diverges. For $V=c\,gg^*$, with a number $c\neq0$ and a vector $g\neq0$, everything depends on $t=c\langle g,Gg\rangle$. The series converges exactly when $|t|<1$, while $V/(1-t)$ solves the equation whenever $t\neq1$.

```lean
import Mathlib

open Filter Topology Matrix

namespace SeparableBornSeries

noncomputable section

variable {n : Type*} [Fintype n] [DecidableEq n]
```

**Q:** Which physics do the definitions hold?

**A:** The finite type `n` labels basis states or grid points, and `separable c g` has entries $V_{ij}=c\,g_i\overline{g_j}$. The nonlocal part of a pseudopotential has this form when it consists of a single projector term. In a finite basis, the T matrix of that term alone is then $V/(1-t)$ for a given propagator $G$, provided $t\neq1$.

```lean
/-- The separable (rank-one) potential `V = c g g*`. -/
def separable (c : ℂ) (g : n → ℂ) : Matrix n n ℂ :=
  c • Matrix.vecMulVec g (star g)
```

**Q:** And $t$?

**A:** It is the factor gained with each further scattering. Lean's `⬝ᵥ` doesn't conjugate, so the `star` has to be written. For $g=(1,i)$, $c=1$, $G=1$ it gives $t=1+1=2$; without it you would get $1+i^2=0$ and predict convergence for a series that diverges.

```lean
/-- The dimensionless strength `t = c ⟨g, G g⟩` of one further scattering. -/
def loopStrength (c : ℂ) (g : n → ℂ) (G : Matrix n n ℂ) : ℂ :=
  c * (star g ⬝ᵥ (G *ᵥ g))
```

**Q:** Where does the partial sum stop?

**A:** `bornSum V G N` holds $N$ terms, of orders $k=0,\dots,N-1$.

```lean
/-- The sum of the first `N` terms `V (G V)^k` of the Born series. -/
def bornSum (V G : Matrix n n ℂ) (N : ℕ) : Matrix n n ℂ :=
  ∑ k ∈ Finset.range N, V * (G * V) ^ k
```

**Q:** Why should one number control a matrix series?

**A:** Because the middle of a double scattering is a scalar:
$$VGV=c^2g\,(g^*Gg)\,g^*=tV.$$
The proof expands both sides into entries and compares the double sums term by term.

```lean
omit [DecidableEq n] in
/-- Scattering twice from a separable potential reproduces the potential,
multiplied by `t`. -/
theorem double_scattering (c : ℂ) (g : n → ℂ) (G : Matrix n n ℂ) :
    separable c g * (G * separable c g) = loopStrength c g G • separable c g := by
  ext i j
  simp only [separable, loopStrength, Matrix.mul_apply, Matrix.smul_apply,
    Matrix.vecMulVec_apply, smul_eq_mul, Matrix.mulVec, dotProduct, Pi.star_apply,
    Finset.mul_sum, Finset.sum_mul]
  exact Finset.sum_congr rfl fun k _ => Finset.sum_congr rfl fun l _ => by ring
```

Induction then gives $V(GV)^k=t^kV$: one more factor $GV$ turns $t^kV$ into $t^kVGV=t^{k+1}V$.

```lean
/-- The Born term of order `k` is `t^k V`. -/
theorem born_term (c : ℂ) (g : n → ℂ) (G : Matrix n n ℂ) (k : ℕ) :
    separable c g * (G * separable c g) ^ k = loopStrength c g G ^ k • separable c g := by
  induction k with
  | zero => simp
  | succ k ih =>
    rw [pow_succ, ← mul_assoc, ih, Matrix.smul_mul, double_scattering, smul_smul, pow_succ]
```

**Q:** That concerns the series. What about the equation itself?

**A:** Insert it into itself:
$$VGT=VGV+VGV\,GT=t(V+VGT)=tT.$$
Hence $T=V+tT$, or $(1-t)T=V$. The `calc` block follows this line, with no appeal to convergence.

```lean
/-- Every solution of the Lippmann–Schwinger equation `T = V + V G T` satisfies
`(1 - t) T = V`. -/
theorem solution_relation {c : ℂ} {g : n → ℂ} {G T : Matrix n n ℂ}
    (h : T = separable c g + separable c g * G * T) :
    (1 - loopStrength c g G) • T = separable c g := by
  -- inserting the equation into itself gives `V G T = t T`
  have hX : separable c g * G * T = loopStrength c g G • T := by
    calc separable c g * G * T
        = separable c g * G * (separable c g + separable c g * G * T) := by rw [← h]
      _ = separable c g * (G * separable c g)
          + separable c g * (G * separable c g) * (G * T) := by noncomm_ring
      _ = loopStrength c g G • (separable c g + separable c g * G * T) := by
          rw [double_scattering, Matrix.smul_mul, smul_add, Matrix.mul_assoc]
      _ = loopStrength c g G • T := by rw [← h]
  rw [sub_smul, one_smul, ← hX]
  exact sub_eq_of_eq_add h
```

For $t\neq1$ the only candidate is therefore $T=V/(1-t)$, and it works:
$$V+\frac{VGV}{1-t}=\Big(1+\frac{t}{1-t}\Big)V=\frac{V}{1-t}.$$
The two directions of the `↔` are uniqueness and this check.

```lean
/-- For `t ≠ 1` the Lippmann–Schwinger equation has exactly one solution,
`T = V / (1 - t)`. -/
theorem lippmann_schwinger_iff {c : ℂ} {g : n → ℂ} {G : Matrix n n ℂ}
    (ht : loopStrength c g G ≠ 1) (T : Matrix n n ℂ) :
    T = separable c g + separable c g * G * T ↔
      T = (1 - loopStrength c g G)⁻¹ • separable c g := by
  have h0 : 1 - loopStrength c g G ≠ 0 := sub_ne_zero.2 ht.symm
  constructor
  · intro h
    rw [← solution_relation h, smul_smul, inv_mul_cancel₀ h0, one_smul]
  · rintro rfl
    rw [Matrix.mul_smul, Matrix.mul_assoc, double_scattering, smul_smul]
    have hs : (1 - loopStrength c g G)⁻¹
        = 1 + (1 - loopStrength c g G)⁻¹ * loopStrength c g G := by
      linear_combination inv_mul_cancel₀ h0
    have hV := congrArg (fun s : ℂ => s • separable c g) hs
    simpa only [add_smul, one_smul] using hV
```

**Q:** Couldn't the series converge for $|t|\ge1$ through some cancellation?

**A:** No. Choose $i$ with $g_i\neq0$; then $V_{ii}=c|g_i|^2\neq0$.

```lean
omit [Fintype n] [DecidableEq n] in
/-- A nonzero separable potential has a nonzero diagonal entry. -/
theorem exists_diagonal_ne_zero {c : ℂ} {g : n → ℂ} (hc : c ≠ 0) (hg : g ≠ 0) :
    ∃ i, separable c g i i ≠ 0 := by
  obtain ⟨i, hi⟩ := Function.ne_iff.1 hg
  refine ⟨i, ?_⟩
  have hV : separable c g i i = c * (g i * star (g i)) := rfl
  rw [hV]
  exact mul_ne_zero hc (mul_ne_zero hi (star_ne_zero.2 hi))
```

Write $S_N=\sum_{k<N}t^kV$. If $S_N$ converges, then $S_{N+1}-S_N=t^NV$ tends to zero. But for $|t|\ge1$ we have $|t^NV_{ii}|\ge|V_{ii}|>0$, a contradiction. If $|t|<1$, the geometric series gives $S_N\to V/(1-t)$.

At $t=1$, a solution would force $V=0$. Physically, let $H_0$ be the Hamiltonian without $V$ and $E$ the energy. If $G=(E-H_0)^{-1}$ exists, $t=1$ means that $E$ is an eigenvalue of $H_0+V$.

The theorem's four clauses are the convergence criterion, the sum, the solution for $t\neq1$ and the absence of one at $t=1$. `Tendsto` refers to entrywise convergence of the matrices.

```lean
/-- The Born series of a nonzero separable potential converges exactly when `|t| < 1`, with
sum `V / (1 - t)`. The Lippmann–Schwinger equation is solved by `V / (1 - t)` whenever
`t ≠ 1`, and has no solution when `t = 1`. -/
theorem born_series_separable {c : ℂ} {g : n → ℂ} (hc : c ≠ 0) (hg : g ≠ 0)
    (G : Matrix n n ℂ) :
    ((∃ T, Tendsto (bornSum (separable c g) G) atTop (𝓝 T)) ↔ ‖loopStrength c g G‖ < 1) ∧
    (‖loopStrength c g G‖ < 1 → Tendsto (bornSum (separable c g) G) atTop
      (𝓝 ((1 - loopStrength c g G)⁻¹ • separable c g))) ∧
    (loopStrength c g G ≠ 1 → (1 - loopStrength c g G)⁻¹ • separable c g = separable c g
      + separable c g * G * ((1 - loopStrength c g G)⁻¹ • separable c g)) ∧
    (loopStrength c g G = 1 → ¬ ∃ T, T = separable c g + separable c g * G * T) := by
  obtain ⟨i, hi⟩ := exists_diagonal_ne_zero hc hg
  have hconv : ‖loopStrength c g G‖ < 1 → Tendsto (bornSum (separable c g) G) atTop
      (𝓝 ((1 - loopStrength c g G)⁻¹ • separable c g)) := by
    intro h
    have hs := (hasSum_geometric_of_norm_lt_one h).tendsto_sum_nat.smul_const (separable c g)
    refine hs.congr fun N => ?_
    simp only [bornSum, born_term, Finset.sum_smul]
  refine ⟨⟨?_, fun h => ⟨_, hconv h⟩⟩, hconv,
    fun ht => (lippmann_schwinger_iff ht _).2 rfl, ?_⟩
  · rintro ⟨T, hT⟩
    have hE : Tendsto (fun N => bornSum (separable c g) G N i i) atTop (𝓝 (T i i)) :=
      ((continuous_id.matrix_elem i i).tendsto T).comp hT
    -- successive differences of a convergent sequence vanish
    have hD := ((tendsto_add_atTop_iff_nat 1).2 hE).sub hE
    rw [sub_self] at hD
    have hz : Tendsto (fun N => loopStrength c g G ^ N * separable c g i i) atTop (𝓝 0) := by
      refine hD.congr fun N => ?_
      have hstep : bornSum (separable c g) G (N + 1)
          = bornSum (separable c g) G N + loopStrength c g G ^ N • separable c g := by
        simp only [bornSum, Finset.sum_range_succ, born_term]
      rw [hstep, Matrix.add_apply, Matrix.smul_apply, smul_eq_mul]
      ring
    by_contra hn
    have hle : ‖separable c g i i‖ ≤ ‖(0 : ℂ)‖ := by
      refine ge_of_tendsto' hz.norm fun N => ?_
      rw [norm_mul, norm_pow]
      exact le_mul_of_one_le_left (norm_nonneg _) (one_le_pow₀ (not_lt.1 hn))
    rw [norm_zero] at hle
    exact absurd (norm_pos_iff.2 hi) (not_lt_of_ge hle)
  · rintro ht ⟨T, hT⟩
    have h := solution_relation hT
    rw [ht, sub_self, zero_smul] at h
    exact hi (by rw [← h]; rfl)
```

**Q:** `G` is just any matrix. Where is the scattering?

**A:** In how you choose it. `G` stands for the propagator at one fixed energy, and neither its form nor the continuum limit is derived. Nor does $c$ have to be real, so absorptive potentials are included.

**Q:** How far off is a truncated series?

**A:** For $t\neq1$, $\sum_{k<N}t^k=(1-t^N)/(1-t)$, so with $T=V/(1-t)$ the error is exactly $T-S_N=t^NT$. This also holds where the series diverges.

```lean
/-- For `t ≠ 1` the difference between `T = V / (1 - t)` and the sum of the first `N` Born
terms is exactly `t^N T`. -/
theorem truncation_error {c : ℂ} {g : n → ℂ} {G : Matrix n n ℂ}
    (ht : loopStrength c g G ≠ 1) (N : ℕ) :
    (1 - loopStrength c g G)⁻¹ • separable c g - bornSum (separable c g) G N =
      loopStrength c g G ^ N • ((1 - loopStrength c g G)⁻¹ • separable c g) := by
  have h0 : 1 - loopStrength c g G ≠ 0 := sub_ne_zero.2 ht.symm
  have hS : ∑ k ∈ Finset.range N, loopStrength c g G ^ k
      = (1 - loopStrength c g G ^ N) * (1 - loopStrength c g G)⁻¹ := by
    rw [eq_mul_inv_iff_mul_eq₀ h0, mul_comm]
    exact mul_neg_geom_sum _ _
  simp only [bornSum, born_term]
  rw [← Finset.sum_smul, hS]
  module
```

**Q:** Can I recover $T$ from the first two Born terms?

**A:** Yes. Since $V_{ij}-(VGV)_{ij}=(1-t)V_{ij}$, multiplying $(1-t)T_{ij}=V_{ij}$ by $V_{ij}$ gives the [1/1] Padé relation. Where $V_{ij}\neq0$, you can divide to obtain $T_{ij}$.

```lean
/-- Each entry of a solution `T` obeys the [1/1] Padé relation
`T_ij (V_ij - (V G V)_ij) = V_ij ^ 2` built from the first two Born terms. -/
theorem pade_relation {c : ℂ} {g : n → ℂ} {G T : Matrix n n ℂ}
    (h : T = separable c g + separable c g * G * T) (i j : n) :
    T i j * (separable c g i j - (separable c g * (G * separable c g)) i j)
      = separable c g i j ^ 2 := by
  have e := congrFun (congrFun (solution_relation h) i) j
  rw [Matrix.smul_apply, smul_eq_mul] at e
  rw [double_scattering, Matrix.smul_apply, smul_eq_mul]
  linear_combination separable c g i j * e
```

**Q:** And my doubling series?

**A:** It behaves like the two-level case above, where $G=1$ and $t=2$. The terms there are $V,2V,4V,\dots$, yet $T=-V$ solves the equation, since $V-V^2=V-2V=-V$. The proof evaluates $t$ and applies the earlier theorems.

```lean
/-- For two levels with `g = (1, i)`, `c = 1` and `G = 1`, the Born series diverges while
`T = -V` solves the Lippmann–Schwinger equation. -/
theorem divergent_but_solvable :
    (¬ ∃ T, Tendsto (bornSum (separable 1 ![1, Complex.I]) 1) atTop (𝓝 T)) ∧
    -separable 1 ![1, Complex.I] = separable 1 ![1, Complex.I]
      + separable 1 ![1, Complex.I] * 1 * (-separable 1 ![1, Complex.I]) := by
  have ht : loopStrength 1 ![1, Complex.I] 1 = 2 := by
    norm_num [loopStrength, dotProduct, Fin.sum_univ_two]
  have hg : (![1, Complex.I] : Fin 2 → ℂ) ≠ 0 := by
    intro h
    have h0 := congrFun h 0
    simp at h0
  constructor
  · rw [(born_series_separable one_ne_zero hg 1).1, ht]
    norm_num
  · refine (lippmann_schwinger_iff (by rw [ht]; norm_num) _).2 ?_
    rw [ht]
    norm_num

end

end SeparableBornSeries
```

```lean
#print axioms SeparableBornSeries.born_series_separable
#print axioms SeparableBornSeries.truncation_error
#print axioms SeparableBornSeries.pade_relation
#print axioms SeparableBornSeries.divergent_but_solvable
```

```
'SeparableBornSeries.born_series_separable' depends on axioms: [propext, Classical.choice, Quot.sound]
'SeparableBornSeries.truncation_error' depends on axioms: [propext, Classical.choice, Quot.sound]
'SeparableBornSeries.pade_relation' depends on axioms: [propext, Classical.choice, Quot.sound]
'SeparableBornSeries.divergent_but_solvable' depends on axioms: [propext, Classical.choice, Quot.sound]
```

**Q:** Does the argument need the same vector on both sides of $V$?

**A:** No. By hand, the same steps work for $V=c\,gh^*$ with $h\neq0$ and $t=c\langle h,Gg\rangle$. The diagonal of $V$ may then vanish, so you pick any nonzero entry; the file itself treats only $h=g$.
